# Simultaneously similar families of Hermitian matrices are unitarily equivalent

A calculation with Dirac matrices often changes representation, say from the Dirac to the chiral form. With A_i the matrices in one form and B_i those in the other, one finds an invertible S with A_i S = S B_i and transforms spinors by ψ_A = S ψ_B. The density ψ†ψ is preserved for every spinor only when S is unitary. If each A_i and its partner B_i are both Hermitian, or both anti-Hermitian, a unitary U can replace S. This bears on four-component electronic structure, where the spinor representation can be changed without altering inner products, but the theorems are stated for finite matrices and do not treat the unbounded Dirac operator itself.

In Lean 4 with Mathlib:

```lean
import Mathlib

open Matrix
open scoped ComplexOrder

namespace UnitaryEquivalence

variable {n : Type*} [Fintype n] [DecidableEq n] {ι : Type*}
```

Matrices are complex and square, with rows and columns labelled by a finite type `n`; the label i ranges over an arbitrary type `ι`, possibly infinite or empty. The adjoint M† is written `ᴴ` or `star`, `IsUnit S` means invertible, and `unitaryGroup n ℂ` is the set of unitary matrices. `Intertwines S A B` is the relation A_i S = S B_i for all i, that is A_i = S B_i S⁻¹ for invertible S.

```lean
/-- `S` intertwines the families `A` and `B`: `A i * S = S * B i` for every index `i`. -/
def Intertwines (S : Matrix n n ℂ) (A B : ι → Matrix n n ℂ) : Prop :=
  ∀ i, A i * S = S * B i
```

`adjointFamily A` is the family i ↦ A_i†.

```lean
/-- The family of Hermitian conjugates `(A i)†`. -/
def adjointFamily (A : ι → Matrix n n ℂ) : ι → Matrix n n ℂ := fun i => (A i)ᴴ
```

## (a) Functions of a real diagonal matrix

Let D = diag(d_j) with real d_j, and let f be any real function. Show that XD = DX implies that X commutes with diag(f(d_j)).

The entry (j, k) of XD = DX reads

X_jk d_k = d_j X_jk,

and the goal is X_jk f(d_k) = f(d_j) X_jk. If d_j = d_k, the two sides agree. Otherwise (d_j − d_k) X_jk = 0 forces X_jk = 0, and both sides vanish. In the code `by_cases hjk` makes this split, and `h0` is the factored equation.

```lean
/-- A matrix commuting with the real diagonal matrix `diag(d)` commutes with `diag(f(d))`
for every real function `f`. -/
theorem commute_diagonal_fun (d : n → ℝ) (f : ℝ → ℝ) (X : Matrix n n ℂ)
    (h : X * diagonal (fun j => (d j : ℂ)) = diagonal (fun j => (d j : ℂ)) * X) :
    X * diagonal (fun j => (f (d j) : ℂ)) = diagonal (fun j => (f (d j) : ℂ)) * X := by
  ext j k
  have e := congrFun (congrFun h j) k
  simp only [mul_diagonal, diagonal_mul] at e ⊢
  by_cases hjk : d j = d k
  · rw [hjk, mul_comm]
  · -- entries linking different diagonal values vanish
    have hne : (d j : ℂ) - (d k : ℂ) ≠ 0 := sub_ne_zero.mpr (by exact_mod_cast hjk)
    have h0 : ((d j : ℂ) - (d k : ℂ)) * X j k = 0 := by linear_combination -e
    have hX : X j k = 0 := (mul_eq_zero.mp h0).resolve_left hne
    rw [hX, zero_mul, mul_zero]
```

## (b) The inverse square root

Let H be positive definite. Find a Hermitian R with RHR = 1 that commutes with every X commuting with H.

Diagonalise H = V D V† with V unitary and D = diag(d_j), all d_j > 0. Set E = diag(d_j^(−1/2)) and R = V E V†. E is real and diagonal, so R† = R, and

R H R = V E (V†V) D (V†V) E V† = V (E D E) V† = V V† = 1.

If XH = HX, multiply by V† on the left and V on the right: Y = V†XV commutes with D. By (a) with f(x) = 1/√x it commutes with E, and multiplying YE = EY by V and V† gives XR = RX.

The proof turns on `hH.1.spectral_theorem`. Here `hH.1` is the Hermiticity contained in `PosDef`. From it Mathlib builds `eigenvectorUnitary`, a matrix bundled with its proof of unitarity (reached by `.2`), and `eigenvalues`, real numbers indexed by the same type `n`, repeated when degenerate. The first `obtain` repackages these as a bare matrix `V` and a bare function `d` with four properties, the last being `hspec`. Since `V` and `d` no longer refer to `H`, `subst hspec` can replace H by V D V† everywhere. After that, `mul_assoc` brackets all products to the right, and `h1`, `h2` cancel V†V and VV† in that bracketing.

```lean
/-- A positive definite `H` admits a Hermitian `R` with `R H R = 1` that commutes with every
matrix commuting with `H`. -/
theorem exists_inv_sqrt {H : Matrix n n ℂ} (hH : H.PosDef) :
    ∃ R : Matrix n n ℂ, star R = R ∧ R * H * R = 1 ∧ ∀ X, X * H = H * X → X * R = R * X := by
  -- spectral decomposition `H = V diag(d) V†` with `d > 0`
  obtain ⟨V, d, hV1, hV2, hd, hspec⟩ : ∃ (V : Matrix n n ℂ) (d : n → ℝ),
      star V * V = 1 ∧ V * star V = 1 ∧ (∀ j, 0 < d j) ∧
      H = V * diagonal (fun j => (d j : ℂ)) * star V := by
    refine ⟨hH.1.eigenvectorUnitary, hH.1.eigenvalues,
      mem_unitaryGroup_iff'.mp hH.1.eigenvectorUnitary.2,
      mem_unitaryGroup_iff.mp hH.1.eigenvectorUnitary.2, hH.eigenvalues_pos, ?_⟩
    exact hH.1.spectral_theorem
  -- the diagonal matrix `E = diag(d^(-1/2))`
  obtain ⟨E, hEs, hEDE, hEc⟩ : ∃ E : Matrix n n ℂ, star E = E ∧
      E * diagonal (fun j => (d j : ℂ)) * E = 1 ∧
      ∀ Y, Y * diagonal (fun j => (d j : ℂ)) = diagonal (fun j => (d j : ℂ)) * Y →
        Y * E = E * Y := by
    refine ⟨diagonal (fun j => (((√(d j))⁻¹ : ℝ) : ℂ)), ?_, ?_,
      fun Y hY => commute_diagonal_fun d (fun x => (√x)⁻¹) Y hY⟩
    · rw [star_eq_conjTranspose, diagonal_conjTranspose]
      congr 1
      funext j
      exact Complex.conj_ofReal _
    · rw [diagonal_mul_diagonal, diagonal_mul_diagonal, ← diagonal_one]
      congr 1
      funext j
      have key : ∀ s : ℝ, s ≠ 0 → s⁻¹ * (s * s) * s⁻¹ = 1 := by
        intro s hs
        field_simp
      have h3 := key _ (Real.sqrt_pos.mpr (hd j)).ne'
      rw [Real.mul_self_sqrt (hd j).le] at h3
      exact_mod_cast h3
  have h1 : ∀ Z, star V * (V * Z) = Z := fun Z => by rw [← mul_assoc, hV1, one_mul]
  have h2 : ∀ Z, V * (star V * Z) = Z := fun Z => by rw [← mul_assoc, hV2, one_mul]
  subst hspec
  refine ⟨V * E * star V, ?_, ?_, fun X hX => ?_⟩
  · simp only [star_mul, star_star, hEs, mul_assoc]
  · calc _ = V * (E * diagonal (fun j => (d j : ℂ)) * E) * star V := by
          simp only [mul_assoc, h1]
      _ = 1 := by rw [hEDE, mul_one, hV2]
  · -- in the eigenbasis `X` commutes with `diag(d)`, hence with `E`
    have hY : star V * X * V * diagonal (fun j => (d j : ℂ))
        = diagonal (fun j => (d j : ℂ)) * (star V * X * V) := by
      have e := congrArg (fun Z => star V * Z * V) hX
      simpa only [mul_assoc, h1, hV1, mul_one] using e
    have e := congrArg (fun Z => V * Z * star V) (hEc _ hY)
    simpa only [mul_assoc, h2, hV2, mul_one] using e
```

## (c) S†S commutes with the B_i

Suppose A_i S = S B_i and A_i† S = S B_i† for all i. Show that S†S commutes with each B_i.

The adjoint of the second relation is S† A_i = B_i S†, called `e` in the code. Then

B_i S† S = S† A_i S = S† S B_i.

Invertibility of S is not needed here.

```lean
omit [DecidableEq n] in
/-- If `S` intertwines two families and also their adjoints, then `S† S` commutes with
every `B i`. -/
theorem gram_commutes {S : Matrix n n ℂ} {A B : ι → Matrix n n ℂ} (h : Intertwines S A B)
    (h' : Intertwines S (adjointFamily A) (adjointFamily B)) (i : ι) :
    B i * (Sᴴ * S) = Sᴴ * S * B i := by
  have e : Sᴴ * A i = B i * Sᴴ := by
    have e := congrArg conjTranspose (h' i)
    simpa only [adjointFamily, conjTranspose_mul, conjTranspose_conjTranspose] using e
  rw [← mul_assoc, ← e, mul_assoc, h i, mul_assoc]
```

## (d) Unitary intertwiners and adjoints

For single matrices A, B and a unitary U, show that AU = UB implies A†U = UB†.

The adjoint of AU = UB is U†A† = B†U†. Multiplying by U on both sides,

A†U = U (U†A†) U = U B† (U†U) = U B†,

which is the `calc` chain.

```lean
/-- If a unitary `U` satisfies `A U = U B`, then also `A† U = U B†`. -/
theorem unitary_intertwines_adjoint {U A B : Matrix n n ℂ} (hU : U ∈ unitaryGroup n ℂ)
    (h : A * U = U * B) : Aᴴ * U = U * Bᴴ := by
  have h1 : Uᴴ * U = 1 := mem_unitaryGroup_iff'.mp hU
  have h2 : U * Uᴴ = 1 := mem_unitaryGroup_iff.mp hU
  have e : Uᴴ * Aᴴ = Bᴴ * Uᴴ := by rw [← conjTranspose_mul, h, conjTranspose_mul]
  calc Aᴴ * U = U * (Uᴴ * Aᴴ) * U := by rw [← mul_assoc, h2, one_mul]
    _ = U * Bᴴ := by rw [e, mul_assoc, mul_assoc, h1, mul_one]
```

## (e) The criterion for unitary equivalence

For arbitrary families A_i, B_i, show that a unitary U with A_i U = U B_i for all i exists if and only if one invertible S intertwines both the families and their adjoints.

Given U, take S = U; its inverse is U†, and (d) handles the adjoints. Given S, put H = S†S. For a vector x ≠ 0, x†Hx = |Sx|² > 0 because S is injective; this is `hpos`. Take R from (b) and U = SR. Then

U†U = R S†S R = R H R = 1,

A_i U = S B_i R = S R B_i = U B_i,

where B_i R = R B_i follows from (c) and (b). For a finite square matrix U†U = 1 suffices for unitarity, which is `mem_unitaryGroup_iff'`. The statement gives the existence of U; the formula U = S (S†S)^(−1/2) appears only inside the proof, and uniqueness is not addressed.

```lean
/-- Two families are intertwined by a unitary matrix if and only if one invertible matrix
intertwines both the families and their adjoints. -/
theorem unitary_iff_invertible_with_adjoints (A B : ι → Matrix n n ℂ) :
    (∃ U ∈ unitaryGroup n ℂ, Intertwines U A B) ↔
      ∃ S, IsUnit S ∧ Intertwines S A B ∧
        Intertwines S (adjointFamily A) (adjointFamily B) := by
  constructor
  · rintro ⟨U, hU, h⟩
    exact ⟨U, ⟨⟨U, star U, mem_unitaryGroup_iff.mp hU, mem_unitaryGroup_iff'.mp hU⟩, rfl⟩,
      h, fun i => unitary_intertwines_adjoint hU (h i)⟩
  · rintro ⟨S, hS, h, h'⟩
    have hpos : (Sᴴ * S).PosDef :=
      PosDef.conjTranspose_mul_self S (mulVec_injective_iff_isUnit.mpr hS)
    obtain ⟨R, hR, hRHR, hc⟩ := exists_inv_sqrt hpos
    -- the unitary polar factor `U = S (S† S)^(-1/2)`
    refine ⟨S * R, mem_unitaryGroup_iff'.mpr ?_, fun i => ?_⟩
    · rw [star_mul, hR, star_eq_conjTranspose, ← hRHR]
      simp only [mul_assoc]
    · rw [← mul_assoc, h i, mul_assoc, hc _ (gram_commutes h h' i), mul_assoc]
```

## (f) Families with A_i† = c_i A_i

Let c_i be complex numbers with A_i† = c_i A_i and B_i† = c_i B_i, and let an invertible S intertwine A and B. Show that a unitary U does too.

The adjoints are intertwined automatically,

A_i† S = c_i A_i S = c_i S B_i = S B_i†,

and (e) applies. The statement takes the same factor c_i for both families, as this computation uses. That loses no generality, by an argument not formalised here: a matrix with A† = cA is normal and its eigenvalues satisfy conj(λ) = cλ, so two similar matrices of this kind with different factors have only the eigenvalue 0 and both vanish, and the zero matrix satisfies the condition for any factor. For gamma matrices γ^μ in signature (+,−,−,−), the values c_0 = 1 and c_k = −1 for spatial k are the usual conditions that make β = γ^0 and α^k = γ^0 γ^k, the matrices of the Dirac Hamiltonian, Hermitian. Checking this for α^k uses γ^0 γ^k = −γ^k γ^0, but the theorem and its proof never use the anticommutation relations. The existence of S for two sets of 4×4 gamma matrices is the content of Pauli's fundamental theorem, and it enters here as the hypotheses `hS` and `h`.

```lean
/-- If `(A i)† = c i • A i` and `(B i)† = c i • B i` with common factors `c i`, and an
invertible `S` intertwines `A` and `B`, then so does some unitary `U`. -/
theorem exists_unitary_of_adjoint_eq_smul {S : Matrix n n ℂ} {A B : ι → Matrix n n ℂ}
    (c : ι → ℂ) (hA : ∀ i, (A i)ᴴ = c i • A i) (hB : ∀ i, (B i)ᴴ = c i • B i)
    (hS : IsUnit S) (h : Intertwines S A B) :
    ∃ U ∈ unitaryGroup n ℂ, Intertwines U A B := by
  refine (unitary_iff_invertible_with_adjoints A B).mpr ⟨S, hS, h, fun i => ?_⟩
  show (A i)ᴴ * S = S * (B i)ᴴ
  rw [hA, hB, Matrix.smul_mul, Matrix.mul_smul, h i]
```

## (g) Hermitian families

Show that Hermitian families A_i, B_i intertwined by an invertible S are intertwined by a unitary U.

Take c_i = 1 in (f), written `fun _ => 1`; `IsHermitian` states M† = M.

```lean
/-- Two families of Hermitian matrices intertwined by an invertible `S` are intertwined by
some unitary `U`. -/
theorem exists_unitary_of_hermitian {S : Matrix n n ℂ} {A B : ι → Matrix n n ℂ}
    (hA : ∀ i, (A i).IsHermitian) (hB : ∀ i, (B i).IsHermitian)
    (hS : IsUnit S) (h : Intertwines S A B) :
    ∃ U ∈ unitaryGroup n ℂ, Intertwines U A B :=
  exists_unitary_of_adjoint_eq_smul (fun _ => 1) (fun i => by rw [(hA i).eq, one_smul])
    (fun i => by rw [(hB i).eq, one_smul]) hS h
```

## (h) Similar matrices that are not unitarily equivalent

Let A = [[0,1],[0,0]] and B = [[0,2],[0,0]], listed by rows. Show that S = diag(1,2) is invertible with AS = SB, and that no unitary U satisfies AU = UB.

The determinant of S is 2, and AS = SB = [[0,2],[0,0]]. Number rows and columns 0, 1 and suppose U is unitary. Entries (0,0) and (0,1) of AU = UB give U_10 = 0 and U_11 = 2U_00 (`c0`, `d2`). By (d), A†U = UB†, whose entry (1,0) gives U_00 = 2U_11 (`a2`). Hence U_00 = 4U_00, so U_00 = 0, and

(U†U)_00 = |U_00|² + |U_10|² = 0 ≠ 1.

Similarity alone therefore does not give unitary equivalence.

```lean
/-- The matrices `[[0,1],[0,0]]` and `[[0,2],[0,0]]` are intertwined by the invertible
`diag(1,2)` but by no unitary matrix. -/
theorem nilpotent_counterexample :
    IsUnit (!![1, 0; 0, 2] : Matrix (Fin 2) (Fin 2) ℂ) ∧
    (!![0, 1; 0, 0] * !![1, 0; 0, 2] : Matrix (Fin 2) (Fin 2) ℂ)
      = !![1, 0; 0, 2] * !![0, 2; 0, 0] ∧
    ¬ ∃ U ∈ unitaryGroup (Fin 2) ℂ, !![0, 1; 0, 0] * U = U * !![0, 2; 0, 0] := by
  refine ⟨?_, ?_, ?_⟩
  · rw [isUnit_iff_isUnit_det, det_fin_two_of, isUnit_iff_ne_zero]
    norm_num
  · ext j k
    fin_cases j <;> fin_cases k <;> simp [Matrix.mul_apply, Fin.sum_univ_succ]
  · rintro ⟨U, hU, h⟩
    have h' := unitary_intertwines_adjoint hU h
    have e1 := congrFun (congrFun h 0) 0
    have e2 := congrFun (congrFun h 0) 1
    have e3 := congrFun (congrFun h' 1) 0
    have e4 := congrFun (congrFun (mem_unitaryGroup_iff'.mp hU) 0) 0
    simp only [Matrix.mul_apply, Fin.sum_univ_two, conjTranspose_apply] at e1 e2 e3 e4
    -- the first column of `U` is forced to vanish
    have c0 : U 1 0 = 0 := by simpa using e1
    have d2 : U 1 1 = U 0 0 * 2 := by simpa using e2
    have a2 : U 0 0 = U 1 1 * 2 := by simpa using e3
    have a0 : U 0 0 = 0 := by linear_combination (-1 / 3 : ℂ) * (a2 + 2 * d2)
    rw [a0, c0] at e4
    simp at e4
```

## (i) Exchanging two Pauli matrices

With σx = [[0,1],[1,0]] and σz = [[1,0],[0,−1]], show that (σx, σz) and (σz, σx) are Hermitian families intertwined by the invertible, non-unitary S = [[1,1],[1,−1]].

Both matrices are real and symmetric, det S = −2, and (SS†)_00 = 2 ≠ 1. The products are

σx S = S σz = [[1,−1],[1,1]],

σz S = S σx = [[1,1],[−1,1]].

So (g) applies to an S that is not already unitary. Following the construction in (e), S†S = 2·1, R = (1/√2)·1, and the normalised matrix is U = S/√2; these values are not part of the theorem's statement. The two matrices are defined first.

```lean
/-- The Pauli matrix `σx`. -/
def σx : Matrix (Fin 2) (Fin 2) ℂ := !![0, 1; 1, 0]

/-- The Pauli matrix `σz`. -/
def σz : Matrix (Fin 2) (Fin 2) ℂ := !![1, 0; 0, -1]
```

The families are `![σx, σz]` and `![σz, σx]`, indexed by i = 0, 1, and the two products are `h1` and `h2`.

```lean
/-- The Hermitian families `(σx, σz)` and `(σz, σx)` are intertwined by the invertible,
non-unitary matrix `[[1,1],[1,-1]]`. -/
theorem hermitian_intertwiner_witness :
    (∀ i, (![σx, σz] i).IsHermitian) ∧ (∀ i, (![σz, σx] i).IsHermitian) ∧
    IsUnit (!![1, 1; 1, -1] : Matrix (Fin 2) (Fin 2) ℂ) ∧
    !![1, 1; 1, -1] ∉ unitaryGroup (Fin 2) ℂ ∧
    Intertwines !![1, 1; 1, -1] ![σx, σz] ![σz, σx] := by
  have hx : σx.IsHermitian := by
    apply Matrix.IsHermitian.ext
    intro j k
    fin_cases j <;> fin_cases k <;> simp [σx]
  have hz : σz.IsHermitian := by
    apply Matrix.IsHermitian.ext
    intro j k
    fin_cases j <;> fin_cases k <;> simp [σz]
  have h1 : σx * !![1, 1; 1, -1] = !![1, 1; 1, -1] * σz := by
    ext j k
    fin_cases j <;> fin_cases k <;> simp [σx, σz, Matrix.mul_apply, Fin.sum_univ_succ]
  have h2 : σz * !![1, 1; 1, -1] = !![1, 1; 1, -1] * σx := by
    ext j k
    fin_cases j <;> fin_cases k <;> simp [σx, σz, Matrix.mul_apply, Fin.sum_univ_succ]
  refine ⟨Fin.forall_fin_two.mpr ⟨hx, hz⟩, Fin.forall_fin_two.mpr ⟨hz, hx⟩, ?_, ?_,
    Fin.forall_fin_two.mpr ⟨h1, h2⟩⟩
  · rw [isUnit_iff_isUnit_det, det_fin_two_of, isUnit_iff_ne_zero]
    norm_num
  · intro hU
    have e := congrFun (congrFun (mem_unitaryGroup_iff.mp hU) 0) 0
    simp only [Matrix.mul_apply, Fin.sum_univ_two, star_apply] at e
    norm_num at e

end UnitaryEquivalence
```

```lean
#print axioms UnitaryEquivalence.exists_unitary_of_hermitian
#print axioms UnitaryEquivalence.nilpotent_counterexample
```

```
'UnitaryEquivalence.exists_unitary_of_hermitian' depends on axioms: [propext, Classical.choice, Quot.sound]
'UnitaryEquivalence.nilpotent_counterexample' depends on axioms: [propext, Classical.choice, Quot.sound]
```
